# Unique splitting of a real orbital-rotation generator into a non-redundant part and a remainder that commutes with the class projectors

A finite set of orbitals is divided into classes by a labelling `c`, and a rotation among them is generated by a real antisymmetric matrix `K`. The theorem `existsUnique_nonredundant_part` states that there is exactly one real antisymmetric matrix `M`, with zero entries between orbitals of the same class, such that `K - M` commutes with the projector onto every class. The proof builds `M` from `K` by setting the entries within each class to zero. For uniqueness it compares any other candidate `N` with this matrix entry by entry, using the lemma `commutes_iff`, by which commuting with all the class projectors means having no entries between different classes.

An attempt in Lean 4 with a fault in it:

```lean
import Mathlib

open Matrix

namespace RedundantRotations

noncomputable section

variable {n : ℕ} {β : Type*}

/-- The non-redundant rotation generators: real antisymmetric matrices that vanish
between orbitals of the same class. -/
def nonredundant (c : Fin n → β) : Submodule ℝ (Matrix (Fin n) (Fin n) ℝ) where
  carrier := {K | Kᵀ = -K ∧ ∀ i j, c i = c j → K i j = 0}
  zero_mem' := ⟨by simp, fun _ _ _ => rfl⟩
  add_mem' := by
    rintro A B ⟨hA, hA'⟩ ⟨hB, hB'⟩
    exact ⟨by rw [transpose_add, hA, hB, neg_add],
      fun i j h => by simp [hA' i j h, hB' i j h]⟩
  smul_mem' := by
    rintro r A ⟨hA, hA'⟩
    exact ⟨by rw [transpose_smul, hA, smul_neg], fun i j h => by simp [hA' i j h]⟩

/-- The projector onto the orbitals of class `b`. -/
def classProjector [DecidableEq β] (c : Fin n → β) (b : β) : Matrix (Fin n) (Fin n) ℝ :=
  diagonal fun i => if c i = b then 1 else 0

/-- A matrix commutes with every class projector exactly when it has no entries between
different classes. -/
theorem commutes_iff [DecidableEq β] (c : Fin n → β) (K : Matrix (Fin n) (Fin n) ℝ) :
    (∀ b, classProjector c b * K = K * classProjector c b)
      ↔ ∀ i j, c i ≠ c j → K i j = 0 := by
  constructor
  · intro h i j hij
    have h1 := congrFun (congrFun (h (c i)) i) j
    simpa [classProjector, diagonal_mul, mul_diagonal, Ne.symm hij] using h1
  · intro h b
    ext i j
    simp only [classProjector, diagonal_mul, mul_diagonal]
    by_cases hij : c i = c j
    · rw [hij, mul_comm]
    · rw [h i j hij, mul_zero, zero_mul]

/-- Every antisymmetric generator has a unique non-redundant part whose remainder
commutes with all class projectors. -/
theorem existsUnique_nonredundant_part [DecidableEq β] (c : Fin n → β)
    (K : Matrix (Fin n) (Fin n) ℝ) (hK : Kᵀ = -K) :
    ∃! M, M ∈ nonredundant c ∧
      ∀ b, classProjector c b * (K - M) = (K - M) * classProjector c b := by
  refine ⟨Matrix.of fun i j => if c i = c j then 0 else K i j, ⟨⟨?_, ?_⟩, ?_⟩, ?_⟩
  · ext i j
    have h1 : K j i = -K i j := congrFun (congrFun hK i) j
    by_cases h : c i = c j
    · simp [h]
    · simp [h, Ne.symm h, h1]
  · intro i j h
    simp [h]
  · rw [commutes_iff]
    intro i j h
    simp [h]
  · -- the inter-class entries of the non-redundant part are forced
    rintro N ⟨⟨_, hN⟩, hcomm⟩
    ext i j
    by_cases h : c i = c j
    · simp [h, hN i j h]
    · have h1 := (commutes_iff c (K - N)).1 hcomm i j h
      rw [sub_apply] at h1
      simp only [of_apply, if_neg h]
      linarith

end

end RedundantRotations
```

Lean reports:

```
Main.lean:67:10: error: Ambiguous term
  sub_apply
Possible interpretations:
  _root_.sub_apply : ∀ (f g : ?m.164) (x : ?m.165), (f - g) x = f x - g x
  
  Matrix.sub_apply : ∀ (A B : Matrix ?m.164 ?m.165 ?m.166) (i : ?m.164) (j : ?m.165), (A - B) i j = A i j - B i j
```

The mended proof, as a diff:

```diff
@@ -65,5 +65,5 @@
     · simp [h, hN i j h]
     · have h1 := (commutes_iff c (K - N)).1 hcomm i j h
-      rw [sub_apply] at h1
+      rw [Matrix.sub_apply] at h1
       simp only [of_apply, if_neg h]
       linarith
```

Cause. The error is about a name. Because the file has `open Matrix`, the short name `sub_apply` can mean either `_root_.sub_apply`, which is about a difference `f - g` applied to one argument, or `Matrix.sub_apply`, which is about an entry of a difference of matrices. The message lists both readings with their arguments still undetermined. `rw` elaborates the lemma's name before it looks for the pattern in `h1`, so the form of `h1` cannot settle the choice, and Lean reports an ambiguous term.

The one change in the diff writes the name in full as `Matrix.sub_apply`, which leaves a single reading. This is the lemma needed here, since `h1` says that `(K - N) i j = 0`, and the rewrite turns it into `K i j - N i j = 0`. The next line reduces the goal to `N i j = K i j`, which `linarith` then derives from `h1`.
